# Two spin-flipped determinants give the exact Sz = 0 ground state of the two-electron Hubbard dimer for t > 0 and U ≥ 0

After a broken-symmetry Hartree-Fock calculation on two electrons of opposite spin, I can flip every spin in the determinant, add the flipped copy to the original with the sign that gives a singlet, and re-optimise the orbitals for the sum. On the Hubbard dimer with two electrons, hopping t > 0 and on-site repulsion U ≥ 0, this should leave no error at all (for 0 < U ≤ 2t Hartree-Fock itself does not break the symmetry, and the two orbitals separate only when they are optimised for the sum). Take the orbitals a = (cos x, sin x) and b = (sin x, cos x), and write ab for the product with the up electron in a and the down electron in b. Then for a suitable angle x, ab + ba should be an exact ground state in the Sz = 0 space, with energy (U − √(U² + 16t²))/2. Can this be proved rigorously, against every complex state in that space, and checked by machine?

## The angle is fixed by −2t sin 2x = E

Yes. Let ψᵢⱼ be the amplitude for the up electron on site i and the down electron on site j, with sites 0 and 1. The Hamiltonian acts as

(Hψ)₀₀ = −t(ψ₁₀ + ψ₀₁) + Uψ₀₀
(Hψ)₀₁ = (Hψ)₁₀ = −t(ψ₀₀ + ψ₁₁)
(Hψ)₁₁ = −t(ψ₀₁ + ψ₁₀) + Uψ₁₁

Put E = (U − √(U² + 16t²))/2. The root exceeds U, so E < 0, and squaring gives

E² = UE + 4t².

**Eigenvector.** Write S = sin 2x. In ab + ba the ionic amplitudes ψ₀₀ and ψ₁₁ are 2 sin x cos x = S, and the covalent amplitudes ψ₀₁ and ψ₁₀ are cos²x + sin²x = 1. After normalisation they are S/√(2 + 2S²) and 1/√(2 + 2S²). The eigenvalue equations reduce to

−2tS = E
−2t + US = ES

The first fixes S = −E/(2t). The second, multiplied by 2t, then becomes E² − UE − 4t² = 0, which holds.

**Existence of the angle.** Since S is positive, a real x exists exactly when −E ≤ 2t, that is, when E² ≤ 4t². But E² − 4t² = UE with E < 0, so the condition is U ≥ 0. One choice is x = ½ arcsin(−E/(2t)).

**Lower bound.** For real amplitudes p = ψ₀₀, q′ = ψ₀₁, r = ψ₁₀, s = ψ₁₁,

⟨ψ|H|ψ⟩ − E⟨ψ|ψ⟩ = (U − E)(p² + s²) − E(q′² + r²) − 2t(p + s)(q′ + r).

Multiplied by −E > 0, and with E² − UE = 4t², the right side equals

½[(2tp + Eq′)² + (2tp + Er)² + (2ts + Eq′)² + (2ts + Er)²] ≥ 0.

For complex ψ, the real and imaginary parts contribute separately, so the bound holds for every state.

**Uniqueness.** Let ψ be any eigenvector at E, with U ≥ 0. Subtracting the two covalent equations gives ψ₁₀ = ψ₀₁. Subtracting the two ionic ones gives (U − E)(ψ₁₁ − ψ₀₀) = 0, and U − E ≠ 0 because E(E − U) = 4t². Hence ψ₁₁ = ψ₀₀ = Sψ₀₁, and ψ is a multiple of ab + ba.

**One product is not enough.** A single product uᵢvⱼ satisfies ψ₀₀ψ₁₁ = ψ₀₁ψ₁₀. For a ground state this forces S² = 1, so E² = 4t² and UE = 0, which is impossible for U > 0.

## The limits U = 0 and U → ∞

At U = 0, S = 1 and x = π/4. Both orbitals become (1, 1)/√2, the two products coincide, and a single determinant is exact with E = −2t. As U/t → ∞, S → 0: with the choice of x above, each orbital localises on its own site and the sum becomes the purely covalent singlet.

## Optimising before or after adding the flipped determinant

A nonorthogonal configuration-interaction code builds the overlap and Hamiltonian matrices between ab and ba. For their sum the energy is

E(S) = (US² − 4tS)/(1 + S²).

At U = 4t, the broken-symmetry Hartree-Fock determinant has S = 0.5 and energy −0.5t. Adding its flipped partner with the orbitals frozen gives −0.8t. Re-optimising the angle for the sum gives S = √2 − 1 ≈ 0.414 and the exact −0.828t. In this two-site model, the remaining error of the frozen sum therefore comes entirely from the orbitals.

## The Lean file

```lean
import Mathlib

open ComplexConjugate

namespace HubbardDimerSpinFlip

noncomputable section

/-- Two-electron states with Sz = 0: `ψ i j` is the amplitude for the up electron on site `i`
and the down electron on site `j`. -/
abbrev State := Fin 2 → Fin 2 → ℂ

/-- The Hubbard Hamiltonian of the dimer: either electron hops to the other site with
amplitude `-t`, and a doubly occupied site costs `U`. -/
def hubbard (t U : ℝ) (ψ : State) : State := fun i j =>
  -(t : ℂ) * (ψ i.rev j + ψ i j.rev) + if i = j then (U : ℂ) * ψ i j else 0

/-- The squared norm of a state. -/
def normSquared (ψ : State) : ℝ := ∑ i, ∑ j, Complex.normSq (ψ i j)

/-- The energy expectation `⟨ψ|H|ψ⟩` of a state that need not be normalised. -/
def energy (t U : ℝ) (ψ : State) : ℝ :=
  (∑ i, ∑ j, conj (ψ i j) * hubbard t U ψ i j).re

/-- A ground state of energy `E`: a nonzero eigenvector whose eigenvalue is a lower bound for the
energy expectation per squared norm of every nonzero state with Sz = 0. -/
def IsGroundState (t U E : ℝ) (ψ : State) : Prop :=
  ψ ≠ 0 ∧ hubbard t U ψ = (E : ℂ) • ψ ∧ ∀ φ : State, E * normSquared φ ≤ energy t U φ

/-- The energy `(U - √(U² + 16t²)) / 2`. -/
def groundEnergy (t U : ℝ) : ℝ := (U - √(U ^ 2 + 16 * t ^ 2)) / 2

/-- The orbital `a = (cos x, sin x)`. -/
def orbA (x : ℝ) : Fin 2 → ℝ := ![Real.cos x, Real.sin x]

/-- The orbital `b = (sin x, cos x)`, the mirror image of `a`. -/
def orbB (x : ℝ) : Fin 2 → ℝ := ![Real.sin x, Real.cos x]

/-- The unnormalised sum `ab + ba` of the two spin-flipped products. -/
def flipSum (x : ℝ) : State := fun i j =>
  ((orbA x i * orbB x j + orbB x i * orbA x j : ℝ) : ℂ)

/-- The four site amplitudes of `Hψ`. -/
theorem hubbard_entries (t U : ℝ) (ψ : State) :
    hubbard t U ψ 0 0 = -(t : ℂ) * (ψ 1 0 + ψ 0 1) + U * ψ 0 0 ∧
    hubbard t U ψ 0 1 = -(t : ℂ) * (ψ 1 1 + ψ 0 0) ∧
    hubbard t U ψ 1 0 = -(t : ℂ) * (ψ 0 0 + ψ 1 1) ∧
    hubbard t U ψ 1 1 = -(t : ℂ) * (ψ 0 1 + ψ 1 0) + U * ψ 1 1 := by
  have r0 : Fin.rev (0 : Fin 2) = 1 := rfl
  have r1 : Fin.rev (1 : Fin 2) = 0 := rfl
  refine ⟨?_, ?_, ?_, ?_⟩ <;> simp only [hubbard, r0, r1] <;> simp

/-- The stationary Schrödinger equation written out for the four site amplitudes. -/
theorem eigen_iff (t U E : ℝ) (ψ : State) : hubbard t U ψ = (E : ℂ) • ψ ↔
    -(t : ℂ) * (ψ 1 0 + ψ 0 1) + U * ψ 0 0 = E * ψ 0 0 ∧
    -(t : ℂ) * (ψ 1 1 + ψ 0 0) = E * ψ 0 1 ∧
    -(t : ℂ) * (ψ 0 0 + ψ 1 1) = E * ψ 1 0 ∧
    -(t : ℂ) * (ψ 0 1 + ψ 1 0) + U * ψ 1 1 = E * ψ 1 1 := by
  obtain ⟨e1, e2, e3, e4⟩ := hubbard_entries t U ψ
  constructor
  · intro h
    exact ⟨e1.symm.trans (congrFun (congrFun h 0) 0), e2.symm.trans (congrFun (congrFun h 0) 1),
      e3.symm.trans (congrFun (congrFun h 1) 0), e4.symm.trans (congrFun (congrFun h 1) 1)⟩
  · rintro ⟨h1, h2, h3, h4⟩
    funext i j
    fin_cases i <;> fin_cases j
    · exact e1.trans h1
    · exact e2.trans h2
    · exact e3.trans h3
    · exact e4.trans h4

/-- For `t > 0`, the energy `(U - √(U² + 16t²)) / 2` is negative and solves `E² = UE + 4t²`. -/
theorem groundEnergy_spec {t : ℝ} (ht : 0 < t) (U : ℝ) :
    groundEnergy t U < 0 ∧ groundEnergy t U ^ 2 = U * groundEnergy t U + 4 * t ^ 2 := by
  have hp := pow_pos ht 2
  have hs : √(U ^ 2 + 16 * t ^ 2) ^ 2 = U ^ 2 + 16 * t ^ 2 := Real.sq_sqrt (by positivity)
  have hl : U < √(U ^ 2 + 16 * t ^ 2) := Real.lt_sqrt_of_sq_lt (by linarith)
  unfold groundEnergy
  exact ⟨by linarith, by linear_combination hs / 4⟩

/-- Variational bound for `t > 0`: no state with Sz = 0 has an energy expectation per squared norm
below `(U - √(U² + 16t²)) / 2`. -/
theorem energy_lower_bound {t : ℝ} (ht : 0 < t) (U : ℝ) (ψ : State) :
    groundEnergy t U * normSquared ψ ≤ energy t U ψ := by
  obtain ⟨hE, q⟩ := groundEnergy_spec ht U
  -- the real quadratic form, multiplied by -E, is a sum of four squares
  have quad : ∀ p q' r s : ℝ, 0 ≤ (U - groundEnergy t U) * (p ^ 2 + s ^ 2)
      - groundEnergy t U * (q' ^ 2 + r ^ 2) - 2 * t * (p + s) * (q' + r) := by
    intro p q' r s
    generalize groundEnergy t U = E at hE q ⊢
    refine (mul_nonneg_iff_of_pos_left (neg_pos.mpr hE)).mp ?_
    have key : -E * ((U - E) * (p ^ 2 + s ^ 2) - E * (q' ^ 2 + r ^ 2)
        - 2 * t * (p + s) * (q' + r)) =
        ((2 * t * p + E * q') ^ 2 + (2 * t * p + E * r) ^ 2
          + (2 * t * s + E * q') ^ 2 + (2 * t * s + E * r) ^ 2) / 2 := by
      linear_combination (p ^ 2 + s ^ 2) * q
    rw [key]
    positivity
  obtain ⟨e1, e2, e3, e4⟩ := hubbard_entries t U ψ
  have hr := quad (ψ 0 0).re (ψ 0 1).re (ψ 1 0).re (ψ 1 1).re
  have hi := quad (ψ 0 0).im (ψ 0 1).im (ψ 1 0).im (ψ 1 1).im
  simp only [energy, normSquared, Fin.sum_univ_two, e1, e2, e3, e4, Complex.add_re,
    Complex.add_im, Complex.mul_re, Complex.mul_im, Complex.neg_re, Complex.neg_im,
    Complex.conj_re, Complex.conj_im, Complex.ofReal_re, Complex.ofReal_im,
    Complex.normSq_apply]
  linarith

/-- In `ab + ba` both ionic amplitudes are `sin 2x` and both covalent amplitudes are 1. -/
theorem flipSum_entries (x : ℝ) :
    flipSum x 0 0 = (Real.sin (2 * x) : ℝ) ∧ flipSum x 0 1 = 1 ∧
    flipSum x 1 0 = 1 ∧ flipSum x 1 1 = (Real.sin (2 * x) : ℝ) := by
  have h := Real.sin_sq_add_cos_sq x
  have h2 := Real.sin_two_mul x
  refine ⟨congrArg Complex.ofReal ?_, (congrArg Complex.ofReal ?_).trans Complex.ofReal_one,
    (congrArg Complex.ofReal ?_).trans Complex.ofReal_one, congrArg Complex.ofReal ?_⟩
  · change Real.cos x * Real.sin x + Real.sin x * Real.cos x = _
    linarith
  · change Real.cos x * Real.cos x + Real.sin x * Real.sin x = 1
    linarith
  · change Real.sin x * Real.sin x + Real.cos x * Real.cos x = 1
    linarith
  · change Real.sin x * Real.cos x + Real.cos x * Real.sin x = _
    linarith

/-- For `t > 0`, the sum `ab + ba` is an eigenvector with energy `E = (U - √(U² + 16t²)) / 2`
exactly when the angle satisfies `-2t sin 2x = E`. -/
theorem flipSum_eigen_iff {t : ℝ} (ht : 0 < t) (U x : ℝ) :
    hubbard t U (flipSum x) = (groundEnergy t U : ℂ) • flipSum x ↔
      -2 * t * Real.sin (2 * x) = groundEnergy t U := by
  obtain ⟨-, q⟩ := groundEnergy_spec ht U
  obtain ⟨f1, f2, f3, f4⟩ := flipSum_entries x
  rw [eigen_iff, f1, f2, f3, f4]
  generalize Real.sin (2 * x) = S
  generalize groundEnergy t U = E at q ⊢
  constructor
  · rintro ⟨-, h, -, -⟩
    have h' : -t * (S + S) = E * 1 := by exact_mod_cast h
    linarith
  · intro h
    have h1 : -t * (1 + 1) + U * S = E * S := by
      apply mul_left_cancel₀ (show 2 * t ≠ 0 by positivity)
      linear_combination q + (E - U) * h
    have h2 : -t * (S + S) = E * 1 := by linarith
    have c1 := congrArg Complex.ofReal h1
    have c2 := congrArg Complex.ofReal h2
    push_cast at c1 c2
    exact ⟨by linear_combination c1, by linear_combination c2,
      by linear_combination c2, by linear_combination c1⟩

/-- For `t > 0`, some real angle makes `ab + ba` an eigenvector with energy `(U - √(U² + 16t²)) / 2`
if and only if the interaction is not attractive. -/
theorem exists_angle_iff {t : ℝ} (ht : 0 < t) (U : ℝ) :
    (∃ x, hubbard t U (flipSum x) = (groundEnergy t U : ℂ) • flipSum x) ↔ 0 ≤ U := by
  obtain ⟨hE, q⟩ := groundEnergy_spec ht U
  simp only [flipSum_eigen_iff ht]
  generalize groundEnergy t U = E at hE q ⊢
  constructor
  · rintro ⟨x, hx⟩
    by_contra hU
    have h1 : 0 ≤ t * (1 - Real.sin (2 * x)) :=
      mul_nonneg ht.le (by linarith [Real.sin_le_one (2 * x)])
    have h2 : 0 ≤ (E + 2 * t) * (2 * t - E) := mul_nonneg (by linarith) (by linarith)
    have h3 := mul_pos_of_neg_of_neg (not_le.mp hU) hE
    linarith
  · intro hU
    have hb : -(2 * t) ≤ E := by
      by_contra hlt
      have h1 : 0 < (-E - 2 * t) * (2 * t - E) :=
        mul_pos (by linarith [not_le.mp hlt]) (by linarith)
      have h2 : 0 ≤ U * (-E) := mul_nonneg hU (by linarith)
      linarith
    have h2t : 0 < 2 * t := by linarith
    refine ⟨Real.arcsin (-E / (2 * t)) / 2, ?_⟩
    rw [mul_div_cancel₀ _ (two_ne_zero' ℝ), Real.sin_arcsin]
    · field_simp
    · rw [le_div_iff₀ h2t]
      linarith
    · rw [div_le_iff₀ h2t]
      linarith

/-- For `t > 0` and `U ≥ 0` there is an angle at which the sum `ab + ba` of spin-flipped
products is an exact ground state in the Sz = 0 space, with energy `(U - √(U² + 16t²)) / 2`. -/
theorem flipSum_exact_ground_state {t U : ℝ} (ht : 0 < t) (hU : 0 ≤ U) :
    ∃ x, IsGroundState t U ((U - √(U ^ 2 + 16 * t ^ 2)) / 2) (flipSum x) := by
  obtain ⟨x, hx⟩ := (exists_angle_iff ht U).2 hU
  refine ⟨x, ?_, hx, energy_lower_bound ht U⟩
  intro h0
  have h1 : flipSum x 0 1 = 0 := congrFun (congrFun h0 0) 1
  rw [(flipSum_entries x).2.1] at h1
  exact one_ne_zero h1

/-- For `t > 0`, if `ab + ba` is an eigenvector with energy `(U - √(U² + 16t²)) / 2`, every
eigenvector with this energy is a multiple of it. -/
theorem ground_state_unique {t U x : ℝ} (ht : 0 < t)
    (hx : hubbard t U (flipSum x) = (groundEnergy t U : ℂ) • flipSum x) (ψ : State)
    (hψ : hubbard t U ψ = (groundEnergy t U : ℂ) • ψ) : ψ = ψ 0 1 • flipSum x := by
  obtain ⟨hE, q⟩ := groundEnergy_spec ht U
  obtain ⟨f1, f2, f3, f4⟩ := flipSum_entries x
  have hc := ((eigen_iff _ _ _ _).1 hx).2.1
  rw [f1, f2, f4] at hc
  obtain ⟨h1, h2, h3, h4⟩ := (eigen_iff _ _ _ _).1 hψ
  have hEc : (groundEnergy t U : ℂ) ≠ 0 := by exact_mod_cast hE.ne
  have htc : 2 * (t : ℂ) ≠ 0 := mul_ne_zero two_ne_zero (by exact_mod_cast ht.ne')
  have hUE : U - groundEnergy t U ≠ 0 := by
    intro h
    have h0 : 4 * t ^ 2 = 0 := by linear_combination -q - groundEnergy t U * h
    linarith [pow_pos ht 2]
  have hUEc : (U : ℂ) - groundEnergy t U ≠ 0 := by exact_mod_cast hUE
  -- equal covalent amplitudes, equal ionic amplitudes, and their ratio
  have s1 : ψ 1 0 = ψ 0 1 := mul_left_cancel₀ hEc (by linear_combination h2 - h3)
  have s2 : ψ 1 1 = ψ 0 0 := mul_left_cancel₀ hUEc (by linear_combination h4 - h1)
  have s3 : ψ 0 0 = ψ 0 1 * (Real.sin (2 * x) : ℝ) :=
    mul_left_cancel₀ htc (by linear_combination -h2 - (t : ℂ) * s2 + ψ 0 1 * hc)
  have k1 : ψ 0 0 = ψ 0 1 * flipSum x 0 0 := by rw [f1]; exact s3
  have k2 : ψ 0 1 = ψ 0 1 * flipSum x 0 1 := by rw [f2, mul_one]
  have k3 : ψ 1 0 = ψ 0 1 * flipSum x 1 0 := by rw [f3, mul_one]; exact s1
  have k4 : ψ 1 1 = ψ 0 1 * flipSum x 1 1 := by rw [f4]; exact s2.trans s3
  funext i j
  fin_cases i <;> fin_cases j
  · exact k1
  · exact k2
  · exact k3
  · exact k4

/-- For `t > 0` and `U > 0` no single product of an up orbital `u` and a down orbital `v`, real or
complex, is an eigenvector with energy `(U - √(U² + 16t²)) / 2`. -/
theorem single_product_not_exact {t U : ℝ} (ht : 0 < t) (hU : 0 < U) (u v : Fin 2 → ℂ)
    (hne : (fun i j => u i * v j : State) ≠ 0) :
    hubbard t U (fun i j => u i * v j) ≠
      (groundEnergy t U : ℂ) • (fun i j => u i * v j : State) := by
  intro h
  obtain ⟨hE, q⟩ := groundEnergy_spec ht U
  obtain ⟨x, hx⟩ := (exists_angle_iff ht U).2 hU.le
  obtain ⟨f1, f2, f3, f4⟩ := flipSum_entries x
  have hc := ((eigen_iff _ _ _ _).1 hx).2.1
  rw [f1, f2, f4] at hc
  have hm := ground_state_unique ht hx _ h
  have hne' : u 0 * v 1 ≠ 0 := by
    intro h0
    apply hne
    rw [hm]
    change (u 0 * v 1) • flipSum x = 0
    rw [h0, zero_smul]
  have k1 : u 0 * v 0 = u 0 * v 1 * flipSum x 0 0 := congrFun (congrFun hm 0) 0
  have k3 : u 1 * v 0 = u 0 * v 1 * flipSum x 1 0 := congrFun (congrFun hm 1) 0
  have k4 : u 1 * v 1 = u 0 * v 1 * flipSum x 1 1 := congrFun (congrFun hm 1) 1
  rw [f1] at k1
  rw [f3] at k3
  rw [f4] at k4
  -- a product has vanishing determinant, which forces sin² 2x = 1
  have hS : ((Real.sin (2 * x) : ℝ) : ℂ) * (Real.sin (2 * x) : ℝ) = 1 := by
    apply mul_left_cancel₀ (mul_ne_zero hne' hne')
    calc _ = (u 0 * v 1 * (Real.sin (2 * x) : ℝ)) * (u 0 * v 1 * (Real.sin (2 * x) : ℝ)) := by
          ring
      _ = (u 0 * v 0) * (u 1 * v 1) := by rw [k1, k4]
      _ = (u 0 * v 1) * (u 1 * v 0) := by ring
      _ = _ := by rw [k3]; ring
  have qc : (groundEnergy t U : ℂ) ^ 2 = U * groundEnergy t U + 4 * (t : ℂ) ^ 2 := by
    exact_mod_cast q
  have hz : (U : ℂ) * groundEnergy t U = 0 := by
    linear_combination -qc + 4 * (t : ℂ) ^ 2 * hS
      - ((groundEnergy t U : ℂ) - 2 * t * (Real.sin (2 * x) : ℝ)) * hc
  have hz' : U * groundEnergy t U = 0 := by exact_mod_cast hz
  exact mul_ne_zero hU.ne' hE.ne hz'

end

end HubbardDimerSpinFlip
```

```lean
#print axioms HubbardDimerSpinFlip.flipSum_exact_ground_state
-- 'HubbardDimerSpinFlip.flipSum_exact_ground_state' depends on axioms: [propext, Classical.choice, Quot.sound]
#print axioms HubbardDimerSpinFlip.single_product_not_exact
-- 'HubbardDimerSpinFlip.single_product_not_exact' depends on axioms: [propext, Classical.choice, Quot.sound]
```

## What the theorems say about the dimer

`State` is the full four-dimensional complex Sz = 0 space, and `i.rev` is the other site. `hubbard` fixes the sign convention: hopping has amplitude −t, with the up electron always listed first, so the singlet has symmetric amplitudes. It is defined directly on amplitudes, not built from creation and annihilation operators. `flipSum x` is the unnormalised ab + ba.

`IsGroundState t U E ψ` demands three things: ψ is nonzero, Hψ = Eψ, and E times the squared norm of any state φ is at most its energy expectation. `flipSum_exact_ground_state` says that for t > 0 and U ≥ 0 some real x makes `flipSum x` such a state at the stated energy.

`exists_angle_iff` adds the converse: for attractive U, no real angle makes this sum an eigenvector at E. `ground_state_unique` gives nondegeneracy within Sz = 0 whenever such an angle is supplied. `single_product_not_exact` excludes, for U > 0, every nonzero product of one up and one down orbital, real or complex; determinants whose orbitals mix spin are not treated. Nor do the theorems say that x solves the Hartree-Fock equations for a single determinant.

## How the proof follows the algebra

`hubbard_entries` and `eigen_iff` turn the operator equation into four scalar equations. `groundEnergy_spec` supplies E < 0 and the quadratic identity, which the lower bound and the results on eigenvectors at E use.

In `energy_lower_bound`, `key` is the four-squares identity, which `linear_combination` verifies from the quadratic. The inequality `quad` is then applied once to the real parts and once to the imaginary parts, and `linarith` adds the results.

`flipSum_entries` computes the amplitudes S and 1, and `flipSum_eigen_iff` reduces the eigenvalue problem to −2t sin 2x = E. `exists_angle_iff` proves U ≥ 0 in one direction and −2t ≤ E in the other, both by contradiction from the signs of products such as (E + 2t)(2t − E), and takes the angle from `Real.arcsin`. The main theorem combines this angle with the lower bound; the state is nonzero because its covalent amplitude is 1.

In `ground_state_unique`, the steps `s1`, `s2` and `s3` are the two subtractions and the ratio S, each cancelling a nonzero factor. `single_product_not_exact` uses that theorem to write the product as a multiple of `flipSum x`; `hS` is then S² = 1, and `hz` is the contradiction UE = 0.
